# The hyperfine integral of the point-nucleus Dirac 1s state converges exactly for $(Z/c)^2 < 3/4$ and has a closed form there

In a four-component calculation for an atom whose nucleus is treated as a point magnetic dipole, the magnetic hyperfine constant of an orbital is proportional to the radial integral of $PQ/r^2$, the product of the large and small components weighted towards the nucleus. Before a radial grid or basis set is trusted for a heavy atom, this integral can be compared with its exact value for the 1s state of a one-electron ion with a point nucleus. That value exists only below a certain nuclear charge.

## The value and its range

In atomic units, let $Z>0$ be the nuclear charge, $c$ the speed of light and $z=Z/c$ the coupling, with $0<z<1$. Here $z$ is neither a coordinate nor a charge; textbooks usually write it $Z\alpha$. Put $g=\sqrt{1-z^2}$, usually called $\gamma$ and unrelated to a magnetic $g$-factor. The unnormalised radial components are

$$P=\sqrt{1+g}\;r^g e^{-Zr},\qquad Q=-\sqrt{1-g}\;r^g e^{-Zr}.$$

The function $PQ/r^2$ is integrable on $(0,\infty)$ exactly when $g>1/2$, that is, when $z^2<3/4$. In that case

$$\frac{\int_0^\infty 2PQ/r^2\,dr}{\int_0^\infty (P^2+Q^2)\,dr}=-2zZ^2F,\qquad F=\frac{1}{g(2g-1)}.$$

For components normalised to $\int(P^2+Q^2)\,dr=1$, the integral of $2PQ/r^2$ is therefore $-2zZ^2F=-2Z^3F/c$. The factor $F$ is the relativistic enhancement: it multiplies $-2Z^3/c$, the leading term for small $z$. It exceeds 1, and $(F-1)/z^2\to 3/2$ as $z\to0$.

## Grids and basis sets near the nucleus

The closed form gives a reference number for the hyperfine integral of a hydrogen-like ion in the point-nucleus model. The sign depends on the relative phase of $P$ and $Q$, so a code that stores $Q$ with the opposite sign should obtain $+2zZ^2F$ for the integral of $2PQ/r^2$ with normalised components, and half of that for the integral of $PQ/r^2$.

The integrability condition matters for very heavy nuclei. If a grid starts at $r=\varepsilon>0$, the truncated integral is finite for every $z<1$, but for $z^2\ge 3/4$ its magnitude grows without bound as $\varepsilon\to0$. A finite printed value is then no evidence of convergence. Slightly below the threshold the integral exists, but the part lost inside $\varepsilon$ decreases only like $\varepsilon^{2g-1}$.

## From the radial equations to the factor F

Write $A=\sqrt{1+g}$, $B=\sqrt{1-g}$ and $w=r^ge^{-Zr}$, so that $P=Aw$ and $Q=-Bw$. Then $A^2=1+g$, $B^2=1-g$, and $AB=\sqrt{1-g^2}=z$.

**Radial equations.** For an $s_{1/2}$ state, whose relativistic angular quantum number is $\kappa=-1$, with potential $-Z/r$ and energy $E=c^2g$, rest energy included, they read

$$P'=\frac Pr+\frac{E+Z/r+c^2}{c}\,Q,\qquad Q'=-\frac Qr-\frac{E+Z/r-c^2}{c}\,P.$$

With $Z=cz$, the first right-hand side is

$$w\left[\frac{A-zB}{r}-c(1+g)B\right].$$

Since $zB=AB^2=A(1-g)$ and $(1+g)B=A^2B=Az$, this equals $Aw(g/r-cz)=Aw'=P'$. The second right-hand side is

$$w\left[\frac{B-zA}{r}+c(1-g)A\right].$$

Here $zA=A^2B=(1+g)B$ and $(1-g)A=AB^2=zB$, which gives $-Bw(g/r-cz)=Q'$.

**Integrands.** For $r>0$,

$$\frac{PQ}{r^2}=-z\,r^{2g-2}e^{-2Zr},\qquad P^2+Q^2=2r^{2g}e^{-2Zr}.$$

**Integrability.** Let $b>0$. On $(0,1)$ we have $r^s\le e^b\,r^se^{-br}$. If $r^se^{-br}$ is integrable, so is $r^s$ on $(0,1)$, which forces $s>-1$. Conversely, for $s>-1$ the Gamma integral converges:

$$\int_0^\infty r^se^{-br}\,dr=\frac{\Gamma(s+1)}{b^{s+1}}.$$

For $s=2g-2$ the condition is $g>1/2$, or $1-z^2>1/4$.

**Ratio.** Since $\Gamma(2g+1)=2g(2g-1)\Gamma(2g-1)$,

$$\frac{-2z\,\Gamma(2g-1)/(2Z)^{2g-1}}{2\,\Gamma(2g+1)/(2Z)^{2g+1}}
=\frac{-z(2Z)^2}{2g(2g-1)}=-2zZ^2F.$$

**Weak coupling.** Using $1+g-2g^2=(1-g)(1+2g)$ and $(1-g)(1+g)=z^2$,

$$F-1=\frac{(1-g)(1+2g)}{g(2g-1)}=z^2\,\frac{1+2g}{g(1+g)(2g-1)}.$$

The last fraction is positive for $g>1/2$ and tends to $3/2$ as $g\to1$.

## The Lean file

```lean
import Mathlib

open MeasureTheory Set Filter Topology

namespace DiracHyperfine

noncomputable section

/-- The number `g = √(1 - z²)`, meant for `|z| ≤ 1`. For `0 < z < 1` it is the exponent of `r` in
the Dirac-Coulomb 1s state at coupling `z`. -/
def gam (z : ℝ) : ℝ := √(1 - z ^ 2)

/-- The function `P = √(1 + g) r^g exp(-Z r)`, meant for `r > 0`. When `0 < z < 1` and `Z = c z`,
with `c > 0` the speed of light, it is the large radial component of the 1s state, not normalised.
-/
def largeP (Z z r : ℝ) : ℝ := √(1 + gam z) * (r ^ gam z * Real.exp (-(Z * r)))

/-- The function `Q = -√(1 - g) r^g exp(-Z r)`, meant for `r > 0`. When `0 < z < 1` and `Z = c z`,
with `c > 0` the speed of light, it is the small radial component of the 1s state, on the same scale
as `P`. -/
def smallQ (Z z r : ℝ) : ℝ := -(√(1 - gam z) * (r ^ gam z * Real.exp (-(Z * r))))

/-- The relativistic hyperfine factor `F = 1 / (g (2g - 1))`, meant for `g > 1/2`. -/
def relFactor (z : ℝ) : ℝ := 1 / (gam z * (2 * gam z - 1))

/-- For `0 < z < 1` the amplitudes of the two components have squares `1 + g` and `1 - g`
and product `z`. -/
theorem amplitudes {z : ℝ} (h0 : 0 < z) (h1 : z < 1) :
    √(1 + gam z) ^ 2 = 1 + gam z ∧ √(1 - gam z) ^ 2 = 1 - gam z ∧
      √(1 + gam z) * √(1 - gam z) = z := by
  have hg : 0 ≤ gam z := Real.sqrt_nonneg _
  have hsq : gam z ^ 2 = 1 - z ^ 2 := Real.sq_sqrt (by nlinarith)
  have hg1 : gam z ≤ 1 := by nlinarith [sq_nonneg z]
  refine ⟨Real.sq_sqrt (by linarith), Real.sq_sqrt (by linarith), ?_⟩
  rw [← Real.sqrt_mul (by linarith : 0 ≤ 1 + gam z),
    show (1 + gam z) * (1 - gam z) = z ^ 2 by linear_combination -hsq, Real.sqrt_sq h0.le]

/-- With speed of light `c > 0`, nuclear charge `Z = c z` and `0 < z < 1`, the pair `P`, `Q` solves
the radial Dirac equations for `κ = -1` in the potential `-Z/r`, at energy `c² g`
(rest energy `c²` included), at every `r > 0`. -/
theorem radial_dirac {c z r : ℝ} (hc : 0 < c) (h0 : 0 < z) (h1 : z < 1) (hr : 0 < r) :
    HasDerivAt (largeP (c * z) z) (largeP (c * z) z r / r +
      (c ^ 2 * gam z + c * z / r + c ^ 2) / c * smallQ (c * z) z r) r ∧
    HasDerivAt (smallQ (c * z) z) (-(smallQ (c * z) z r / r) -
      (c ^ 2 * gam z + c * z / r - c ^ 2) / c * largeP (c * z) z r) r := by
  obtain ⟨ha, hb, hab⟩ := amplitudes h0 h1
  -- the common radial factor and its logarithmic derivative g/r - Z
  have he : HasDerivAt (fun x : ℝ => Real.exp (-(c * z * x)))
      (Real.exp (-(c * z * r)) * (-(c * z * 1))) r :=
    ((hasDerivAt_id' r).const_mul (c * z)).fun_neg.exp
  have hw : HasDerivAt (fun x : ℝ => x ^ gam z * Real.exp (-(c * z * x)))
      ((gam z / r - c * z) * (r ^ gam z * Real.exp (-(c * z * r)))) r := by
    refine ((Real.hasDerivAt_rpow_const (Or.inl hr.ne')).fun_mul he).congr_deriv ?_
    rw [Real.rpow_sub_one hr.ne']
    ring
  have e1 : (c ^ 2 * gam z + c * z / r + c ^ 2) / c = c * (1 + gam z) + z / r := by
    rw [div_eq_iff hc.ne']; ring
  have e2 : (c ^ 2 * gam z + c * z / r - c ^ 2) / c = c * (gam z - 1) + z / r := by
    rw [div_eq_iff hc.ne']; ring
  -- the amplitude relations that couple the two equations
  have k1 : (1 + gam z) * √(1 - gam z) = √(1 + gam z) * z := by
    linear_combination √(1 + gam z) * hab - √(1 - gam z) * ha
  have k2 : (1 - gam z) * √(1 + gam z) = √(1 - gam z) * z := by
    linear_combination √(1 - gam z) * hab - √(1 + gam z) * hb
  rw [e1, e2]
  constructor
  · refine (hw.const_mul (√(1 + gam z))).congr_deriv ?_
    have k3 : z * √(1 - gam z) = √(1 + gam z) * (1 - gam z) := by linear_combination -k2
    unfold largeP smallQ
    linear_combination (c * (r ^ gam z * Real.exp (-(c * z * r)))) * k1 +
      (r ^ gam z * Real.exp (-(c * z * r))) / r * k3
  · refine (hw.const_mul (√(1 - gam z))).fun_neg.congr_deriv ?_
    have k4 : z * √(1 + gam z) = √(1 - gam z) * (1 + gam z) := by linear_combination -k1
    unfold largeP smallQ
    linear_combination (-(c * (r ^ gam z * Real.exp (-(c * z * r))))) * k2 +
      (r ^ gam z * Real.exp (-(c * z * r))) / r * k4

/-- For `s > -1` and `b > 0`, the integral of `r^s exp(-b r)` over the half-line is
`Γ(s + 1) / b^(s + 1)`. -/
theorem radial_integral {s b : ℝ} (hs : -1 < s) (hb : 0 < b) :
    ∫ r in Ioi (0 : ℝ), r ^ s * Real.exp (-(b * r)) =
      (1 / b) ^ (s + 1) * Real.Gamma (s + 1) := by
  have h := Real.integral_rpow_mul_exp_neg_mul_Ioi (a := s + 1) (r := b) (by linarith) hb
  rwa [add_sub_cancel_right] at h

/-- For `b > 0` the function `r^s exp(-b r)` is integrable on the half-line exactly when
`s > -1`. -/
theorem radial_integrable_iff {s b : ℝ} (hb : 0 < b) :
    IntegrableOn (fun r : ℝ => r ^ s * Real.exp (-(b * r))) (Ioi 0) ↔ -1 < s := by
  constructor
  · intro h
    -- near the nucleus the exponential is bounded below, so r^s itself must be integrable
    rw [← intervalIntegral.integrableOn_Ioo_rpow_iff (zero_lt_one : (0 : ℝ) < 1)]
    have h1 : IntegrableOn (fun r : ℝ => r ^ s * Real.exp (-(b * r))) (Ioo 0 1) :=
      h.mono_set Ioo_subset_Ioi_self
    have hm : Measurable (fun r : ℝ => r ^ s) := by fun_prop
    refine Integrable.mono' (Integrable.const_mul h1 (Real.exp b)) hm.aestronglyMeasurable ?_
    rw [ae_restrict_iff' measurableSet_Ioo]
    refine ae_of_all _ (fun r hr => ?_)
    have hp : 0 < r ^ s := Real.rpow_pos_of_pos hr.1 s
    have h2 : 1 ≤ Real.exp b * Real.exp (-(b * r)) := by
      rw [← Real.exp_add]
      exact Real.one_le_exp (by nlinarith [hr.2])
    rw [Real.norm_of_nonneg hp.le]
    linarith [mul_le_mul_of_nonneg_left h2 hp.le]
  · intro hs
    by_contra hn
    have h := (radial_integral hs hb).symm.trans (integral_undef hn)
    have hpos : 0 < (1 / b) ^ (s + 1) * Real.Gamma (s + 1) :=
      mul_pos (Real.rpow_pos_of_pos (by positivity) _) (Real.Gamma_pos_of_pos (by linarith))
    linarith

/-- For `0 < z < 1` and `r > 0`, the hyperfine integrand `PQ/r²` is `-z r^(2g-2) exp(-2Zr)` and the
radial density `P² + Q²` is `2 r^(2g) exp(-2Zr)`. -/
theorem integrands {Z z r : ℝ} (h0 : 0 < z) (h1 : z < 1) (hr : 0 < r) :
    largeP Z z r * smallQ Z z r / r ^ 2 =
      -z * (r ^ (2 * gam z - 2) * Real.exp (-(2 * Z * r))) ∧
    largeP Z z r ^ 2 + smallQ Z z r ^ 2 =
      2 * (r ^ (2 * gam z) * Real.exp (-(2 * Z * r))) := by
  obtain ⟨ha, hb, hab⟩ := amplitudes h0 h1
  have hx : r ^ (2 * gam z) = r ^ gam z * r ^ gam z := by rw [two_mul, Real.rpow_add hr]
  have he : Real.exp (-(2 * Z * r)) = Real.exp (-(Z * r)) * Real.exp (-(Z * r)) := by
    rw [← Real.exp_add]; congr 1; ring
  rw [Real.rpow_sub hr, Real.rpow_two, hx, he]
  unfold largeP smallQ
  constructor
  · linear_combination (-(r ^ gam z * Real.exp (-(Z * r))) ^ 2 / r ^ 2) * hab
  · linear_combination (r ^ gam z * Real.exp (-(Z * r))) ^ 2 * (ha + hb)

/-- For `Z > 0` and `0 < z < 1`, the hyperfine integrand `PQ/r²` is integrable exactly when
`g > 1/2`, and this is the condition `z² < 3/4`. -/
theorem hyperfine_integrable_iff {Z z : ℝ} (hZ : 0 < Z) (h0 : 0 < z) (h1 : z < 1) :
    (IntegrableOn (fun r => largeP Z z r * smallQ Z z r / r ^ 2) (Ioi 0) ↔ 1 / 2 < gam z) ∧
      (1 / 2 < gam z ↔ z ^ 2 < 3 / 4) := by
  constructor
  · have hpt : EqOn (fun r => largeP Z z r * smallQ Z z r / r ^ 2)
        (fun r => -z * (r ^ (2 * gam z - 2) * Real.exp (-(2 * Z * r)))) (Ioi 0) :=
      fun r hr => (integrands h0 h1 hr).1
    rw [integrableOn_congr_fun hpt measurableSet_Ioi]
    refine (integrable_const_mul_iff (IsUnit.mk0 (-z) (neg_ne_zero.2 h0.ne')) _).trans ?_
    refine (radial_integrable_iff (by positivity : 0 < 2 * Z)).trans ?_
    constructor <;> intro h <;> linarith
  · unfold gam
    rw [Real.lt_sqrt (by norm_num)]
    constructor <;> intro h <;> linarith

/-- For `Z > 0`, `0 < z < 1` and `g > 1/2`, the hyperfine integral of `2PQ/r²` divided by the norm
integral of `P² + Q²` equals `-2 z Z² F`. -/
theorem hyperfine_ratio {Z z : ℝ} (hZ : 0 < Z) (h0 : 0 < z) (h1 : z < 1) (hg : 1 / 2 < gam z) :
    (∫ r in Ioi (0 : ℝ), 2 * largeP Z z r * smallQ Z z r / r ^ 2) /
      (∫ r in Ioi (0 : ℝ), (largeP Z z r ^ 2 + smallQ Z z r ^ 2)) =
      -2 * z * Z ^ 2 * relFactor z := by
  have hZ2 : 0 < 2 * Z := by positivity
  have hx : 0 < 1 / (2 * Z) := by positivity
  have hn : 2 * gam z - 1 ≠ 0 := by linarith
  have hg0 : gam z ≠ 0 := by linarith
  have hpt : ∀ r ∈ Ioi (0 : ℝ), 2 * largeP Z z r * smallQ Z z r / r ^ 2 =
      (-2 * z) * (r ^ (2 * gam z - 2) * Real.exp (-(2 * Z * r))) := fun r hr => by
    linear_combination 2 * (integrands (Z := Z) h0 h1 hr).1
  have hpn : ∀ r ∈ Ioi (0 : ℝ), largeP Z z r ^ 2 + smallQ Z z r ^ 2 =
      2 * (r ^ (2 * gam z) * Real.exp (-(2 * Z * r))) := fun r hr => (integrands h0 h1 hr).2
  -- the Gamma recursion relates the two integrals
  have hG := Real.Gamma_add_one hn
  rw [sub_add_cancel] at hG
  have hq : (1 / (2 * Z)) ^ (2 * gam z + 1) =
      (1 / (2 * Z)) ^ (2 * gam z - 1) * (1 / (2 * Z)) ^ 2 := by
    rw [show 2 * gam z + 1 = (2 * gam z - 1) + 2 by ring, Real.rpow_add hx, Real.rpow_two]
  have key : ∀ q G g : ℝ, q ≠ 0 → G ≠ 0 → g ≠ 0 → 2 * g - 1 ≠ 0 →
      (-2 * z) * (q * G) / (2 * (q * (1 / (2 * Z)) ^ 2 * (2 * g * ((2 * g - 1) * G)))) =
        -2 * z * Z ^ 2 * (1 / (g * (2 * g - 1))) := by
    intro q G g h2 h3 h4 h5
    field_simp
  rw [setIntegral_congr_fun measurableSet_Ioi hpt, setIntegral_congr_fun measurableSet_Ioi hpn,
    integral_const_mul, integral_const_mul, radial_integral (by linarith) hZ2,
    radial_integral (by linarith) hZ2, show 2 * gam z - 2 + 1 = 2 * gam z - 1 by ring, hq,
    Real.Gamma_add_one (mul_ne_zero two_ne_zero hg0), hG]
  exact key _ _ _ (Real.rpow_pos_of_pos hx _).ne'
    (Real.Gamma_pos_of_pos (by linarith)).ne' hg0 hn

/-- For `g > 1/2` the relativistic excess is `F - 1 = z² (1 + 2g) / (g (1 + g) (2g - 1))`, and
`F > 1` if moreover `z ≠ 0`. -/
theorem relFactor_excess {z : ℝ} (hg : 1 / 2 < gam z) :
    relFactor z - 1 =
      z ^ 2 * ((1 + 2 * gam z) / (gam z * (1 + gam z) * (2 * gam z - 1))) ∧
      (z ≠ 0 → 1 < relFactor z) := by
  have hp : 0 < gam z := by linarith
  have hn : 0 < 2 * gam z - 1 := by linarith
  have hs : 0 < 1 - z ^ 2 := Real.sqrt_pos.1 hp
  have hsq : gam z ^ 2 = 1 - z ^ 2 := Real.sq_sqrt hs.le
  have h : relFactor z - 1 =
      z ^ 2 * ((1 + 2 * gam z) / (gam z * (1 + gam z) * (2 * gam z - 1))) := by
    have h1 : gam z * (2 * gam z - 1) ≠ 0 := (mul_pos hp hn).ne'
    have h2 : gam z * (1 + gam z) * (2 * gam z - 1) ≠ 0 :=
      (mul_pos (by positivity) hn).ne'
    rw [show z ^ 2 = 1 - gam z ^ 2 by linarith]
    unfold relFactor
    rw [div_sub_one h1, ← mul_div_assoc, div_eq_div_iff h1 h2]
    ring
  refine ⟨h, fun hz => ?_⟩
  have hpos : 0 < z ^ 2 * ((1 + 2 * gam z) / (gam z * (1 + gam z) * (2 * gam z - 1))) :=
    mul_pos (by positivity) (div_pos (by positivity) (mul_pos (by positivity) hn))
  linarith

/-- At weak coupling the relativistic correction is quadratic with coefficient `3/2`:
`(F - 1)/z²` tends to `3/2` as `z` tends to `0`. -/
theorem relFactor_limit :
    Tendsto (fun z => (relFactor z - 1) / z ^ 2) (𝓝[≠] 0) (𝓝 (3 / 2)) := by
  have hcont : Continuous gam := by unfold gam; fun_prop
  have hc : Tendsto gam (𝓝 0) (𝓝 1) := by
    have h := hcont.tendsto 0
    rwa [show gam 0 = 1 by simp [gam]] at h
  have hf : ContinuousAt (fun g : ℝ => (1 + 2 * g) / (g * (1 + g) * (2 * g - 1))) 1 :=
    ContinuousAt.div (by fun_prop) (by fun_prop) (by norm_num)
  have hf' : Tendsto (fun g : ℝ => (1 + 2 * g) / (g * (1 + g) * (2 * g - 1)))
      (𝓝 1) (𝓝 (3 / 2)) := by
    rw [show (3 / 2 : ℝ) = (1 + 2 * 1) / (1 * (1 + 1) * (2 * 1 - 1)) by norm_num]
    exact hf.tendsto
  -- near z = 0 the quotient is a continuous function of g
  refine ((hf'.comp hc).mono_left nhdsWithin_le_nhds).congr' ?_
  filter_upwards [self_mem_nhdsWithin, nhdsWithin_le_nhds
    (hc.eventually (lt_mem_nhds (by norm_num : (1 / 2 : ℝ) < 1)))] with z hz hg
  have hz0 : z ≠ 0 := hz
  have h : (relFactor z - 1) / z ^ 2 =
      (1 + 2 * gam z) / (gam z * (1 + gam z) * (2 * gam z - 1)) := by
    rw [(relFactor_excess hg).1, mul_div_cancel_left₀ _ (pow_ne_zero 2 hz0)]
  exact h.symm

end

end DiracHyperfine
```

```lean
#print axioms DiracHyperfine.radial_dirac
#print axioms DiracHyperfine.hyperfine_integrable_iff
#print axioms DiracHyperfine.hyperfine_ratio
#print axioms DiracHyperfine.relFactor_limit
```

```
'DiracHyperfine.radial_dirac' depends on axioms: [propext, Classical.choice, Quot.sound]
'DiracHyperfine.hyperfine_integrable_iff' depends on axioms: [propext, Classical.choice, Quot.sound]
'DiracHyperfine.hyperfine_ratio' depends on axioms: [propext, Classical.choice, Quot.sound]
'DiracHyperfine.relFactor_limit' depends on axioms: [propext, Classical.choice, Quot.sound]
```

## What the theorems say about the atom

`largeP Z z r` and `smallQ Z z r` are $P$ and $Q$, `gam z` is $g$, and `relFactor z` is $F$. `Ioi 0` is the half-line $r>0$.

- `radial_dirac` states both radial equations as derivatives at every $r>0$, with $c>0$ and charge `c * z`. Its proof differentiates $w$ and then uses `linear_combination` to apply the amplitude relations from `amplitudes`.
- `integrands` gives the two pointwise formulas. `hyperfine_integrable_iff` feeds the first into `radial_integrable_iff` and converts the condition on $g$ into $z^2<3/4$.
- `hyperfine_ratio` assumes $g>1/2$. It evaluates both integrals by `radial_integral` and applies the Gamma recursion twice; the auxiliary statement `key` does the final cancellation.
- `relFactor_excess` proves the formula for $F-1$ whenever $g>1/2$, and $F>1$ if also $z\ne0$. `relFactor_limit` takes the limit through nonzero $z$ of either sign, by continuity in $g$.

The integral theorems treat $Z$ and $z$ as independent numbers. They describe the Dirac atom when $Z=cz$, the relation built into `radial_dirac`. That theorem establishes a solution at the stated energy; its identification as the lowest bound state comes from the standard theory of the Dirac–Coulomb spectrum.

The step from these theorems to a hyperfine constant is the first-order energy of a point nuclear magnetic dipole, which supplies the angular factor and the nuclear moment multiplying the radial integral. Extended charge or magnetisation distributions, other electrons and radiative corrections change the value, and the threshold $z^2=3/4$ belongs to the point-nucleus model. The statements concern real functions and exact integrals, so they give no error bound for a quadrature or a finite basis. The cut-off behaviour described earlier is an ordinary calculus estimate with no theorem in the file.

## Integrability from a nonzero integral

The converse half of `radial_integrable_iff` needs convergence for $s>-1$, whereas the Mathlib lemma behind `radial_integral` supplies only an equation for the value. The bridge is `integral_undef`: Mathlib assigns the integral 0 to a function that is not integrable.

The proof supposes non-integrability with `by_contra hn`. The integral would then be 0, while `radial_integral` says that it equals $(1/b)^{s+1}\,\Gamma(s+1)$, which is positive. `linarith` closes the contradiction. The same argument is available whenever a proved integral formula has a nonzero value; a value of zero would leave integrability undecided.
